# The sums of link phases and of Wilson-loop eigenphases agree modulo 2π for invertible links

A discretised Wilson loop is taken here to be the ordered product of a finite list of square complex matrices, assumed invertible but not necessarily unitary, and every phase is the principal value of arg in (−π, π]. With that choice the sum of the phases of the link determinants and the sum of the phases of the loop's eigenvalues, counted with algebraic multiplicity, are two definite real numbers, and they differ by 2π times an integer whose modulus is at most half the sum of the number of links and the matrix size.

```lean
import Mathlib

open Matrix Polynomial
open scoped Real

namespace WilsonLoopPhases

noncomputable section

variable {m : Type*} [Fintype m] [DecidableEq m]

/-- The non-abelian Wilson loop: the ordered product of the link matrices along the path. -/
def wilsonLoop (Ms : List (Matrix m m ℂ)) : Matrix m m ℂ := Ms.prod

/-- The accumulated abelian link phase: the sum over links of `arg (det M_j)`. -/
def linkPhase (Ms : List (Matrix m m ℂ)) : ℝ := (Ms.map fun M => Complex.arg M.det).sum

/-- The sum of the principal phases `arg λ_n` of a family of eigenvalues. -/
def eigenPhase (lam : m → ℂ) : ℝ := ∑ n, Complex.arg (lam n)

/-- The determinant of the Wilson loop is the product of the link determinants. -/
theorem det_wilsonLoop (Ms : List (Matrix m m ℂ)) :
    (wilsonLoop Ms).det = (Ms.map Matrix.det).prod := by
  induction Ms with
  | nil => simp [wilsonLoop]
  | cons M Ms ih =>
    unfold wilsonLoop at ih ⊢
    rw [List.prod_cons, Matrix.det_mul, ih, List.map_cons, List.prod_cons]

/-- If the characteristic polynomial of `W` is `∏ (X - λ_n)`, then `det W = ∏ λ_n`. -/
theorem det_eq_prod_eigenvalues (W : Matrix m m ℂ) (lam : m → ℂ)
    (h : W.charpoly = ∏ n, (X - C (lam n))) : W.det = ∏ n, lam n := by
  -- evaluate the characteristic polynomial at zero
  have h0 : ∏ n, eval 0 (X - C (lam n)) = (-1) ^ Fintype.card m * ∏ n, lam n := by
    rw [← Finset.card_univ, ← Finset.prod_const, ← Finset.prod_mul_distrib]
    apply Finset.prod_congr rfl
    intro n _
    simp
  rw [Matrix.det_eq_sign_charpoly_coeff, h, Polynomial.coeff_zero_eq_eval_zero,
    Polynomial.eval_prod, h0, ← mul_assoc, ← mul_pow]
  simp

/-- For nonzero complex numbers, the sum of the phases equals the phase of the product
modulo `2π`. -/
theorem sum_arg_eq_arg_prod (s : Multiset ℂ) (hs : ∀ z ∈ s, z ≠ 0) :
    (((s.map Complex.arg).sum : ℝ) : Real.Angle) = ((Complex.arg s.prod : ℝ) : Real.Angle) := by
  induction s using Multiset.induction_on with
  | empty => simp
  | cons a s ih =>
    have ha : a ≠ 0 := hs a (Multiset.mem_cons_self a s)
    have hs' : ∀ z ∈ s, z ≠ 0 := fun z hz => hs z (Multiset.mem_cons_of_mem hz)
    have hp : s.prod ≠ 0 := Multiset.prod_ne_zero (fun h => hs' 0 h rfl)
    rw [Multiset.map_cons, Multiset.sum_cons, Multiset.prod_cons, Real.Angle.coe_add, ih hs',
      Complex.arg_mul_coe_angle ha hp]

/-- For invertible links, `det W` is nonzero and the accumulated link phase equals
`arg (det W)` modulo `2π`. -/
theorem linkPhase_eq_arg_det (Ms : List (Matrix m m ℂ)) (hM : ∀ M ∈ Ms, IsUnit M) :
    (wilsonLoop Ms).det ≠ 0 ∧
      ((linkPhase Ms : ℝ) : Real.Angle)
        = ((Complex.arg (wilsonLoop Ms).det : ℝ) : Real.Angle) := by
  have hz : ∀ z ∈ Ms.map Matrix.det, z ≠ 0 := by
    intro z hz
    obtain ⟨M, hMem, rfl⟩ := List.mem_map.1 hz
    exact ((Matrix.isUnit_iff_isUnit_det M).1 (hM M hMem)).ne_zero
  rw [det_wilsonLoop]
  refine ⟨List.prod_ne_zero (fun h => hz 0 h rfl), ?_⟩
  have h := sum_arg_eq_arg_prod ((Ms.map Matrix.det : List ℂ) : Multiset ℂ)
    (fun z hz' => hz z (Multiset.mem_coe.1 hz'))
  rw [Multiset.map_coe, Multiset.sum_coe, Multiset.prod_coe, List.map_map] at h
  exact h

/-- A Wilson loop of invertible links has no zero eigenvalue. -/
theorem eigenvalue_ne_zero (Ms : List (Matrix m m ℂ)) (hM : ∀ M ∈ Ms, IsUnit M) (lam : m → ℂ)
    (h : (wilsonLoop Ms).charpoly = ∏ n, (X - C (lam n))) (n : m) : lam n ≠ 0 := by
  have hd := (linkPhase_eq_arg_det Ms hM).1
  rw [det_eq_prod_eigenvalues _ lam h] at hd
  exact Finset.prod_ne_zero_iff.1 hd n (Finset.mem_univ n)

/-- For `N` invertible `m × m` links whose Wilson loop has characteristic polynomial
`∏ (X - λ_n)`, `∑ arg (det M_j) - ∑ arg λ_n = 2π k` for an integer `k` with `2|k| ≤ N + m`. -/
theorem linkPhase_sub_eigenPhase (Ms : List (Matrix m m ℂ)) (hM : ∀ M ∈ Ms, IsUnit M)
    (lam : m → ℂ) (h : (wilsonLoop Ms).charpoly = ∏ n, (X - C (lam n))) :
    ∃ k : ℤ, linkPhase Ms - eigenPhase lam = 2 * π * k ∧
      2 * |k| ≤ (Ms.length : ℤ) + (Fintype.card m : ℤ) := by
  -- both sums equal arg (det W) modulo 2π
  have h1 := (linkPhase_eq_arg_det Ms hM).2
  have h2 : ((eigenPhase lam : ℝ) : Real.Angle)
      = ((Complex.arg (∏ n, lam n) : ℝ) : Real.Angle) := by
    have h3 := sum_arg_eq_arg_prod (Finset.univ.val.map lam) (by
      intro z hz
      obtain ⟨n, _, rfl⟩ := Multiset.mem_map.1 hz
      exact eigenvalue_ne_zero Ms hM lam h n)
    rw [Multiset.map_map] at h3
    exact h3
  rw [det_eq_prod_eigenvalues _ lam h, ← h2] at h1
  obtain ⟨k, hk⟩ := Real.Angle.angle_eq_iff_two_pi_dvd_sub.1 h1
  refine ⟨k, hk, ?_⟩
  -- each principal phase has modulus at most π
  have hL : ∀ L : List (Matrix m m ℂ), |linkPhase L| ≤ L.length * π := by
    intro L
    induction L with
    | nil => simp [linkPhase]
    | cons M L ih =>
      have hM' := abs_le.1 (Complex.abs_arg_le_pi M.det)
      have ih' := abs_le.1 ih
      simp only [linkPhase, List.map_cons, List.sum_cons, List.length_cons] at ih' ⊢
      push_cast
      rw [abs_le]
      constructor <;> linarith [hM'.1, hM'.2, ih'.1, ih'.2]
  have hE : |eigenPhase lam| ≤ Fintype.card m * π :=
    calc |eigenPhase lam| ≤ ∑ n, |Complex.arg (lam n)| := Finset.abs_sum_le_sum_abs _ _
      _ ≤ ∑ _n : m, π := Finset.sum_le_sum fun n _ => Complex.abs_arg_le_pi _
      _ = Fintype.card m * π := by simp
  have hb : |2 * π * (k : ℝ)| ≤ ((Ms.length : ℝ) + Fintype.card m) * π := by
    have a := abs_le.1 (hL Ms)
    have b := abs_le.1 hE
    rw [← hk, abs_le]
    constructor <;> linarith [a.1, a.2, b.1, b.2]
  have h2pi : (0 : ℝ) < 2 * π := by positivity
  rw [abs_mul, abs_of_pos h2pi] at hb
  have hb' : 2 * |(k : ℝ)| ≤ (Ms.length : ℝ) + Fintype.card m :=
    le_of_mul_le_mul_right (by linarith) Real.pi_pos
  exact_mod_cast hb'

/-- For invertible links, the link phase minus the sum of the phases of the roots of the
characteristic polynomial of `W`, counted with multiplicity, is an integer multiple of `2π`. -/
theorem linkPhase_sub_rootPhase (Ms : List (Matrix m m ℂ)) (hM : ∀ M ∈ Ms, IsUnit M) :
    ∃ k : ℤ, linkPhase Ms - ((wilsonLoop Ms).charpoly.roots.map Complex.arg).sum
      = 2 * π * k := by
  obtain ⟨hd, h1⟩ := linkPhase_eq_arg_det Ms hM
  rw [Matrix.det_eq_prod_roots_charpoly] at hd h1
  have h2 := sum_arg_eq_arg_prod (wilsonLoop Ms).charpoly.roots (by
    intro z hz h0
    rw [h0] at hz
    exact hd (Multiset.prod_eq_zero hz))
  rw [← h2] at h1
  exact Real.Angle.angle_eq_iff_two_pi_dvd_sub.1 h1

/-- For invertible links the logarithms of the moduli balance exactly:
`∑ log |det M_j| = ∑ log |λ_n|`. -/
theorem sum_log_norm_det (Ms : List (Matrix m m ℂ)) (hM : ∀ M ∈ Ms, IsUnit M)
    (lam : m → ℂ) (h : (wilsonLoop Ms).charpoly = ∏ n, (X - C (lam n))) :
    (Ms.map fun M => Real.log ‖M.det‖).sum = ∑ n, Real.log ‖lam n‖ := by
  have hl : ∀ l : List ℂ, l.prod ≠ 0 →
      (l.map fun z => Real.log ‖z‖).sum = Real.log ‖l.prod‖ := by
    intro l
    induction l with
    | nil => simp
    | cons a l ih =>
      intro hp
      rw [List.prod_cons, mul_ne_zero_iff] at hp
      rw [List.map_cons, List.sum_cons, List.prod_cons, ih hp.2, norm_mul,
        Real.log_mul (norm_ne_zero_iff.2 hp.1) (norm_ne_zero_iff.2 hp.2)]
  have hd := (linkPhase_eq_arg_det Ms hM).1
  have h1 := hl (Ms.map Matrix.det) (by rw [← det_wilsonLoop]; exact hd)
  rw [List.map_map, ← det_wilsonLoop, det_eq_prod_eigenvalues _ lam h] at h1
  have h2 : Real.log ‖∏ n, lam n‖ = ∑ n, Real.log ‖lam n‖ := by
    rw [norm_prod, Real.log_prod]
    intro n _
    exact norm_ne_zero_iff.2 (eigenvalue_ne_zero Ms hM lam h n)
  exact h1.trans h2

/-- The Pauli matrix `σx`. -/
def sigmaX : Matrix (Fin 2) (Fin 2) ℂ := !![0, 1; 1, 0]

/-- The Pauli matrix `σz`. -/
def sigmaZ : Matrix (Fin 2) (Fin 2) ℂ := !![1, 0; 0, -1]

/-- The links `σx, σz` are invertible, their Wilson loop has eigenvalues `i, -i`, and the link
phase exceeds the eigenphase sum by exactly `2π`. -/
theorem pauli_witness :
    (∀ M ∈ [sigmaX, sigmaZ], IsUnit M) ∧
    (wilsonLoop [sigmaX, sigmaZ]).charpoly
      = ∏ n, (X - C (![Complex.I, -Complex.I] n)) ∧
    linkPhase [sigmaX, sigmaZ] - eigenPhase ![Complex.I, -Complex.I] = 2 * π := by
  have hx : sigmaX.det = -1 := by simp [sigmaX, Matrix.det_fin_two]
  have hz : sigmaZ.det = -1 := by simp [sigmaZ, Matrix.det_fin_two]
  have hW : wilsonLoop [sigmaX, sigmaZ] = !![0, -1; 1, 0] := by
    ext i j
    fin_cases i <;> fin_cases j <;>
      simp [wilsonLoop, sigmaX, sigmaZ, Matrix.mul_apply, Fin.sum_univ_succ]
  have hI : (C Complex.I * C Complex.I : ℂ[X]) = -1 := by
    rw [← C_mul, Complex.I_mul_I]
    simp
  refine ⟨?_, ?_, ?_⟩
  · intro M hM
    rw [Matrix.isUnit_iff_isUnit_det]
    rcases List.mem_pair.1 hM with h | h
    · rw [h, hx]; exact isUnit_one.neg
    · rw [h, hz]; exact isUnit_one.neg
  · rw [hW, Matrix.charpoly, Matrix.det_fin_two, Fin.prod_univ_two]
    simp
    linear_combination hI
  · simp [linkPhase, eigenPhase, hx, hz, Fin.sum_univ_two]
    ring

/-- For the single singular link `diag (0, i)`, with eigenvalues `0, i` and the convention
`arg 0 = 0`, the difference of the two phase sums is not an integer multiple of `2π`. -/
theorem singular_link_fails :
    (wilsonLoop [!![0, 0; 0, Complex.I]]).charpoly = ∏ n, (X - C (![0, Complex.I] n)) ∧
    ¬ ∃ k : ℤ, linkPhase [!![0, 0; 0, Complex.I]] - eigenPhase ![0, Complex.I] = 2 * π * k := by
  constructor
  · rw [Matrix.charpoly, Matrix.det_fin_two, Fin.prod_univ_two]
    simp [wilsonLoop]
  · rintro ⟨k, hk⟩
    have hd : linkPhase [!![0, 0; 0, Complex.I]] - eigenPhase ![0, Complex.I] = -(π / 2) := by
      simp [linkPhase, eigenPhase, Matrix.det_fin_two, Fin.sum_univ_two]
    rw [hd] at hk
    -- this would force 4k + 1 = 0
    have h1 : π * (4 * (k : ℝ) + 1) = 0 := by linarith
    have h2 : 4 * (k : ℝ) + 1 = 0 := (mul_eq_zero.1 h1).resolve_left Real.pi_ne_zero
    have h3 : 4 * k + 1 = 0 := by exact_mod_cast h2
    omega

end

end WilsonLoopPhases
```

```lean
#print axioms WilsonLoopPhases.linkPhase_sub_eigenPhase
#print axioms WilsonLoopPhases.linkPhase_sub_rootPhase
#print axioms WilsonLoopPhases.sum_log_norm_det
#print axioms WilsonLoopPhases.singular_link_fails
```

```
'WilsonLoopPhases.linkPhase_sub_eigenPhase' depends on axioms: [propext, Classical.choice, Quot.sound]
'WilsonLoopPhases.linkPhase_sub_rootPhase' depends on axioms: [propext, Classical.choice, Quot.sound]
'WilsonLoopPhases.sum_log_norm_det' depends on axioms: [propext, Classical.choice, Quot.sound]
'WilsonLoopPhases.singular_link_fails' depends on axioms: [propext, Classical.choice, Quot.sound]
```

## The two phase sums and the integer between them

The links M_0, …, M_{N−1} are the list `Ms`, with N equal to `Ms.length`. Their rows and columns are labelled by a finite type `m`, and m below denotes its number of elements, `Fintype.card m`. The eigenvalues are a family `lam`, with one complex number λ_n for each label n. The three definitions are

W = M_0 M_1 ⋯ M_{N−1}   (`wilsonLoop`)

Φ_link = Σ_j arg det M_j   (`linkPhase`)

Φ_eig = Σ_n arg λ_n   (`eigenPhase`)

A list keeps the order of the factors, which matters for W because the links need not commute.

The main theorem `linkPhase_sub_eigenPhase` has two hypotheses. `hM` says that every link is invertible (`IsUnit M`). `h` says that the characteristic polynomial p(X) = det(X·1 − W) equals ∏_n (X − λ_n), so the λ_n are the eigenvalues of W repeated with algebraic multiplicity, in any order. W is not assumed diagonalisable. The conclusion is that some integer k satisfies

Φ_link − Φ_eig = 2πk,   2|k| ≤ N + m.

For N = 0 the product is the identity matrix, every λ_n is 1 and k = 0. For m = 0 every determinant is 1, the eigenvalue sum is empty and again k = 0.

`linkPhase_sub_rootPhase` drops `h` and sums arg over `(wilsonLoop Ms).charpoly.roots`, the roots counted with multiplicity. It gives the multiple of 2π without the bound on k. `sum_log_norm_det` is the companion for moduli, under the same two hypotheses as the main theorem and with no integer:

Σ_j ln|det M_j| = Σ_n ln|λ_n|.

Two explicit 2 × 2 cases mark the limits. `pauli_witness` shows that the links σx, σz are invertible, that their loop has λ_0 = i and λ_1 = −i, and that the difference is exactly 2π, so k is not always zero. `singular_link_fails` shows that for the single link diag(0, i) the difference is not a multiple of 2π. That case relies on Lean's value arg 0 = 0, where a physicist would call the phase undefined, and it shows that `hM` is needed under this convention.

## Overlap matrices along a closed path in the Brillouin zone

Take m bands of a non-interacting crystal and N wave vectors q_0, …, q_{N−1} on a closed path. With |u_a(q_j)⟩ the cell-periodic Bloch state of band a at q_j, the m states at each q_j being chosen orthonormal, the link is the overlap matrix

(M_j)_{ab} = ⟨u_a(q_j) | u_b(q_{j+1})⟩,

where the states at q_N are those at q_0, multiplied by the plane-wave factor of a reciprocal lattice vector if the path winds around the zone. Such overlaps are in general not unitary on a finite mesh (they are unitary when the subspaces at q_j and q_{j+1} coincide, for instance when the m bands are all bands of a finite tight-binding model), which is the reason for allowing general matrices. Invertibility of M_j stands for the physical condition that no state in the m-band subspace at q_{j+1} is orthogonal to the whole subspace at q_j. It is assumed, not derived from a gap or a mesh spacing.

Φ_link is, up to sign and modulo 2π, the total discrete Berry phase of the path. When the path winds once across the zone and the m bands are the occupied bands of a non-interacting insulator, this is the phase that enters the electronic polarisation (averaged over parallel paths in more than one dimension), while for such a winding path the individual arg λ_n approximate, on a fine mesh, the Wilson-loop phases associated with hybrid Wannier centres, and the theorem says the two bookkeepings give the same total modulo 2π. The file fixes the sign as +arg. The common convention φ = −Im ln det flips both sums, and phases equal to π then sit at the other end of the interval.

The theorems concern matrices only. They contain no Hamiltonian, no Bloch states, no limit N → ∞, no Berry connection and no quantisation of the phase by symmetry, and they say nothing about individual eigenphases. The remarks on gauge changes and on unitarised links further down are ordinary matrix algebra that the file does not contain.

## From determinants to phases

The determinant is multiplicative, so applying det(AB) = det A · det B along the product gives

det W = ∏_j det M_j.

Evaluate the characteristic polynomial at X = 0 in two ways. From its definition, p(0) = det(−W) = (−1)^m det W. From the factorisation, p(0) = ∏_n (−λ_n) = (−1)^m ∏_n λ_n. The signs cancel:

det W = ∏_n λ_n.

Invertible links have det M_j ≠ 0, so det W ≠ 0, and a nonzero product ∏_n λ_n has no zero factor.

For nonzero complex numbers z and w, write z = |z| e^{i arg z} and w = |w| e^{i arg w}. Then zw = |z||w| e^{i(arg z + arg w)}, so arg(zw) and arg z + arg w differ by a multiple of 2π. Repeating this factor by factor gives, for nonzero z_1, …, z_r,

Σ_s arg z_s ≡ arg ∏_s z_s   (mod 2π).

Applied to the link determinants and to the eigenvalues, this gives

Φ_link ≡ arg det W ≡ Φ_eig   (mod 2π),

hence Φ_link − Φ_eig = 2πk. Each principal phase has |arg| ≤ π, so |Φ_link| ≤ Nπ and |Φ_eig| ≤ mπ. Then 2π|k| ≤ (N + m)π, and dividing by π gives 2|k| ≤ N + m. The bound is not claimed to be sharp: for N = m = 1 it allows |k| ≤ 1, although λ = det M_0 then makes k = 0.

For moduli, ln|zw| = ln|z| + ln|w| holds exactly for nonzero z and w, so both logarithmic sums equal ln|det W|.

## How the Lean lemmas carry these steps

`det_wilsonLoop` is an induction on the list: the empty product has determinant 1, and `Matrix.det_mul` peels off the first link. `det_eq_prod_eigenvalues` starts from `Matrix.det_eq_sign_charpoly_coeff`, which writes det W as (−1)^m times the constant coefficient of p, turns that coefficient into evaluation at 0, and uses `h0` for ∏_n (−λ_n) = (−1)^m ∏_n λ_n. The last rewrites merge the two signs into ((−1)(−1))^m = 1.

Congruence modulo 2π is expressed as equality in `Real.Angle`, the real numbers modulo 2π. `sum_arg_eq_arg_prod` proves the phase rule for a multiset of nonzero numbers by adding one element at a time, with `Complex.arg_mul_coe_angle` as the two-factor step. A multiset forgets order, which is harmless once the matrices have been replaced by their determinants, and the same lemma serves determinants, the family `lam` and the roots.

`linkPhase_eq_arg_det` converts invertibility to det M_j ≠ 0 through `Matrix.isUnit_iff_isUnit_det` and returns both det W ≠ 0 and Φ_link ≡ arg det W. `eigenvalue_ne_zero` rewrites det W as ∏_n λ_n and reads off each factor.

In the main theorem, `h1` and `h2` are the two congruences, and `Real.Angle.angle_eq_iff_two_pi_dvd_sub` produces k from their combination. `hL` bounds |Φ_link| by induction on the list, `hE` bounds |Φ_eig| by the triangle inequality, `hb` adds them, and `hb'` divides by π. The root version replaces the factorisation by `Matrix.det_eq_prod_roots_charpoly`, which rests on ℂ being algebraically closed. In `sum_log_norm_det`, `hl` and `Real.log_prod` split the logarithm over the links and over the eigenvalues.

For the Pauli pair, `hW` computes σx σz with rows (0, −1) and (1, 0). Its characteristic polynomial X² + 1 matches (X − i)(X + i) through `hI`, which is i · i = −1. Both determinants are −1, so Φ_link = π + π, while Φ_eig = π/2 − π/2 = 0. For the singular link, `hd` evaluates the difference as 0 − (0 + π/2) = −π/2, and −π/2 = 2πk would mean 4k + 1 = 0, which `omega` excludes for integer k.

## Two non-unitary links in numbers

Take m = 2, N = 2 and illustrative links, each written row by row (as overlaps they would need a path that winds around the zone, since a closed two-point path that does not wind has M_1 = M_0†):

M_0 = (0, 0.9; 0.8, 0),   M_1 = (0.9i, 0; 0, 0.8).

The determinants are det M_0 = −0.72 and det M_1 = 0.72i, so Φ_link = π + π/2 = 3π/2. The product is

W = M_0 M_1 = (0, 0.72; 0.72i, 0),

with p(X) = X² − 0.5184i. The roots are λ_0 = 0.72 e^{iπ/4} and λ_1 = 0.72 e^{−3iπ/4}, so Φ_eig = π/4 − 3π/4 = −π/2. The difference is 2π, k = 1, and 2|k| = 2 ≤ 4. Both sums are congruent to arg det W = arg(−0.5184i) = −π/2, and both logarithmic sums equal 2 ln 0.72 ≈ −0.657.

Now multiply the state of band 0 at q_1 by i. With U = diag(i, 1) the links become M_0 U = (0, 0.9; 0.8i, 0) and U† M_1 = diag(0.9, 0.8). W is unchanged, the determinants are −0.72i and 0.72, Φ_link = −π/2 and k = 0. In this example k moves with the phase convention of the states, while the class modulo 2π stays put. In general a change of basis by a unitary matrix U_j at each q_j sends M_j to U_j† M_j U_{j+1} and W to U_0† W U_0, which leaves the eigenvalues alone.

## The consistency check in a band-structure code

A program that has the overlap matrices in memory can form both sums in one pass:

    W = identity;  phi = 0
    for M in links:  W = W * M;  phi = phi + angle(det(M))
    k = (phi - sum(angle(eigenvalues(W)))) / (2*pi)

In exact arithmetic k is an integer for invertible links, so a computed value away from an integer signals rounding or a coding error in forming W, the determinants or the eigenvalues. The test is limited. The identity holds for any invertible matrices in any order, so it does not detect wrong overlaps, a wrong ordering of the links or a missing plane-wave factor, and errors in individual eigenphases that cancel in the sum pass unnoticed. A determinant or eigenvalue near the negative real axis can jump between phases close to π and close to −π under rounding, which shifts k by one. When only the total phase modulo 2π is wanted, the determinant sum supplies it without forming or diagonalising W. How close a link is to violating `hM` is measured by its smallest singular value. For overlap matrices, whose singular values are at most 1, a nearly singular link has small |det M_j|, but the converse fails: 0.9 times the 200 × 200 identity has determinant below 10⁻⁹ and is far from singular. If each link is replaced by the unitary factor of its polar decomposition, arg det M_j is unchanged, since the positive factor has positive determinant, so the individual eigenphases may shift while their sum modulo 2π does not.
